# First-order response of a projector that commutes with a gapped Hamiltonian

## A projector instead of orbitals

The occupied space is represented here by a matrix path $P(t)$ and not by a list of occupied orbitals. Orbitals carry arbitrary phases, and degenerate ones can be mixed at will, so their derivatives depend on conventions. The projector onto the space they span doesn't. The parameter $t$ is real and may stand for a field strength or a nuclear displacement.

The differentiability of $P$ at the reference point $t_0$ is assumed here, not derived from that of the Hamiltonian $H(t)$. Two further conditions are assumed near $t_0$:

- $P(t)^2=P(t)$, so $P(t)$ remains a projector.
- $H(t)P(t)=P(t)H(t)$, so the Hamiltonian doesn't couple the occupied space to the empty one.

The basis is fixed and chosen so that $H(t_0)$ and $P(t_0)$ are both diagonal. The diagonal entries of $H(t_0)$ are the real orbital energies $e_i$, and those of $P(t_0)$ are $p_i=1$ for an occupied orbital and $p_i=0$ for an empty one. Below, $i$ is occupied and $a$ is empty whenever the two appear together, and a prime denotes the derivative at $t_0$.

## What the theorem says

If $e_i\neq e_a$ for every occupied $i$ and empty $a$, then

$$P'_{ia}=\frac{H'_{ia}}{e_i-e_a},\qquad P'_{ai}=\frac{H'_{ai}}{e_i-e_a},$$

and all other entries of $P'$ are zero. The gap condition says that no occupied level coincides with an empty one. Degeneracies within either set are allowed, and the occupied levels need not be the lowest.

In `projector_response`, these assumptions appear as follows:

- `n` is a finite index type for the orbitals, and `occ` is the finite set of occupied ones.
- `HasEntryDerivAt` says that each complex matrix entry has the stated derivative at `t₀`.
- `OccupiedProjector` collects the derivative `P'`, idempotency near `t₀` and the diagonal form of `P t₀`.
- `DiagonalHamiltonian` collects the derivative `H'` and the diagonal form of `H t₀`, with real energies `e`.
- `comm` is the commutation relation, and `gap` is the condition on the energies. The notation `∀ᶠ t in 𝓝 t₀` means "for all $t$ close enough to $t_0$".

Neither path has to be Hermitian, which is why the two mixed blocks have separate formulas. If $H'$ is Hermitian, the formulas make $P'$ Hermitian as well.

For finite, non-interacting models with one parameter, this is the first-order change of the one-particle density matrix, the quantity behind static linear response in electronic structure. Infinite-dimensional spaces and continuous spectra are not covered.

## The derivation from two product rules

Differentiating $P^2=P$ at $t_0$, with the order of the factors kept, gives

$$P'=P'P(t_0)+P(t_0)P'.$$

Since $P(t_0)$ is diagonal, the entry $(i,j)$, for any two orbitals, reads

$$P'_{ij}=(p_i+p_j)P'_{ij}.$$

For two occupied orbitals this is $P'_{ij}=2P'_{ij}$, and for two empty ones it is $P'_{ij}=0$. Both entries vanish, without any use of the gap. For a mixed pair the equation is $P'_{ij}=P'_{ij}$ and carries no information.

The mixed entries come from differentiating $HP=PH$:

$$H'P(t_0)+H(t_0)P'=P'H(t_0)+P(t_0)H'.$$

Its entry $(i,j)$ is $H'_{ij}p_j+e_iP'_{ij}=P'_{ij}e_j+p_iH'_{ij}$, or

$$(e_i-e_j)P'_{ij}=(p_i-p_j)H'_{ij}.$$

For the pair $(i,a)$ this becomes $(e_i-e_a)P'_{ia}=H'_{ia}$. For $(a,i)$ it becomes $(e_a-e_i)P'_{ai}=-H'_{ai}$. Division by the nonzero gap gives both formulas, with the same denominator.

## Observables and the energy slope

For a fixed matrix $A$, the derivative of $\operatorname{tr}(PA)$ is $\operatorname{tr}(P'A)$. Only mixed entries of $P'$ survive, so

$$\frac{d}{dt}\operatorname{tr}(PA)\Big|_{t_0}=\sum_{i\,\text{occ}}\ \sum_{a\,\text{empty}}\frac{H'_{ia}A_{ai}+H'_{ai}A_{ia}}{e_i-e_a}.$$

For the energy $\operatorname{tr}(PH)$, the product rule gives

$$\frac{d}{dt}\operatorname{tr}(PH)\Big|_{t_0}=\sum_j e_jP'_{jj}+\sum_{i\,\text{occ}}H'_{ii}=\sum_{i\,\text{occ}}H'_{ii},$$

where $j$ runs over all orbitals and every $P'_{jj}$ is zero. If $P$ commutes with $H$ near $t_0$, then $\operatorname{tr}(PH)$ is the sum of the occupied orbital energies, and this is the Hellmann-Feynman formula for that sum, not for the total energy of an interacting system. The formula for the slope of $\operatorname{tr}(PH)$ itself uses neither a gap nor commutation away from $t_0$, and `hellmann_feynman` assumes neither. Without commutation, however, the trace need not be a sum of orbital energies with one term for each occupied orbital. Take a fixed diagonal $P$ with entries $1,0$, so that one orbital is occupied, and a two-level $H(t)$ with zero diagonal and both off-diagonal entries equal to $t$. The trace stays zero, while the orbital energies are $t$ and $-t$.

## Two levels, with and without a gap

A single orbital has no mixed pair, so its $P'$ is zero. The smallest case with a nonzero response has two levels, numbered 0 and 1 as in the code:

$$H(t)=\begin{pmatrix}\cos t&\sin t\\ \sin t&-\cos t\end{pmatrix},\qquad P(t)=\tfrac12\bigl(1+H(t)\bigr).$$

At $t=0$ the energies are $1$ and $-1$, and level 0, the upper one, is occupied. With $H'_{01}=1$ the formula gives $P'_{01}=1/(1-(-1))=1/2$, which agrees with the slope of $\tfrac12\sin t$. The theorem `projector_response_witness` confirms that this system meets all the hypotheses.

Now keep the same $P(t)$ but set $H(t)=0$. Every projector commutes with the zero Hamiltonian, so $P$ can turn although $H$ doesn't change. `gap_needed` records this case: $H'=0$, yet $P'_{01}=1/2$. Lean evaluates $0/0$ as $0$, so the formula would give the wrong value here.

## The response step in a program

In an orthonormal basis that doesn't depend on $t$, a program can transform the perturbation $H'$ to the orbital basis, take its occupied-empty block and divide it elementwise by the array of differences $e_i-e_a$. The empty-occupied block is treated in the same way, or obtained by Hermitian conjugation if $H'$ is Hermitian. Transforming back gives the first-order density matrix.

In a self-consistent mean-field calculation, $H'$ also contains the change of the effective Hamiltonian caused by $P'$. The division then becomes one part of a linear system, often solved by iteration.

## The complete Lean file

```lean
import Mathlib

open Matrix Filter Topology

namespace ProjectorResponse

noncomputable section

variable {n : Type*}

/-- The matrix path `A` has the derivative `A'` at `t₀`, entry by entry. -/
def HasEntryDerivAt (A : ℝ → Matrix n n ℂ) (A' : Matrix n n ℂ) (t₀ : ℝ) : Prop :=
  ∀ i j, HasDerivAt (fun t => A t i j) (A' i j) t₀

variable [Fintype n]

/-- Product rule for matrix paths, with the order of the factors kept. -/
theorem HasEntryDerivAt.mul {A B : ℝ → Matrix n n ℂ} {A' B' : Matrix n n ℂ} {t₀ : ℝ}
    (hA : HasEntryDerivAt A A' t₀) (hB : HasEntryDerivAt B B' t₀) :
    HasEntryDerivAt (fun t => A t * B t) (A' * B t₀ + A t₀ * B') t₀ := by
  intro i j
  simp only [Matrix.mul_apply, Matrix.add_apply, ← Finset.sum_add_distrib]
  exact HasDerivAt.fun_sum fun k _ => (hA i k).fun_mul (hB k j)

/-- The derivative of a trace is the trace of the derivative. -/
theorem HasEntryDerivAt.trace {A : ℝ → Matrix n n ℂ} {A' : Matrix n n ℂ} {t₀ : ℝ}
    (hA : HasEntryDerivAt A A' t₀) :
    HasDerivAt (fun t => (A t).trace) A'.trace t₀ := by
  simp only [Matrix.trace, Matrix.diag_apply]
  exact HasDerivAt.fun_sum fun i _ => hA i i

variable [DecidableEq n]

/-- The matrix path `P` is idempotent near `t₀`, has the derivative `P'` at `t₀`, and at `t₀` is the
diagonal indicator of the occupied set `occ`. -/
structure OccupiedProjector (P : ℝ → Matrix n n ℂ) (P' : Matrix n n ℂ)
    (occ : Finset n) (t₀ : ℝ) : Prop where
  deriv : HasEntryDerivAt P P' t₀
  idem : ∀ᶠ t in 𝓝 t₀, P t * P t = P t
  at_ref : P t₀ = diagonal fun i => if i ∈ occ then (1 : ℂ) else 0

/-- A Hamiltonian path `H` with derivative `H'` at `t₀`, where it is diagonal with
orbital energies `e`. -/
structure DiagonalHamiltonian (H : ℝ → Matrix n n ℂ) (H' : Matrix n n ℂ)
    (e : n → ℝ) (t₀ : ℝ) : Prop where
  deriv : HasEntryDerivAt H H' t₀
  at_ref : H t₀ = diagonal fun i => (e i : ℂ)

variable {H P : ℝ → Matrix n n ℂ} {H' P' : Matrix n n ℂ} {e : n → ℝ}
  {occ : Finset n} {t₀ : ℝ}

/-- The response of the projector has no entry between two occupied or two empty orbitals. -/
theorem diagonal_blocks_vanish (hP : OccupiedProjector P P' occ t₀) {i j : n}
    (hij : i ∈ occ ↔ j ∈ occ) : P' i j = 0 := by
  -- differentiate P * P = P
  have h : P' i j = (P' * P t₀ + P t₀ * P') i j :=
    (hP.deriv i j).unique (((hP.deriv.mul hP.deriv) i j).congr_of_eventuallyEq
      (hP.idem.mono fun t ht => by
        show P t i j = (P t * P t) i j
        rw [ht]))
  rw [hP.at_ref, Matrix.add_apply, Matrix.mul_diagonal, Matrix.diagonal_mul] at h
  by_cases hj : j ∈ occ
  · rw [if_pos hj, if_pos (hij.2 hj)] at h
    linear_combination (-1 : ℂ) * h
  · rw [if_neg hj, if_neg (fun hi => hj (hij.1 hi))] at h
    linear_combination h

omit [DecidableEq n] in
/-- The derivative of the commutation relation `H P = P H` at `t₀`. -/
theorem commutation_deriv (hH : HasEntryDerivAt H H' t₀) (hP : HasEntryDerivAt P P' t₀)
    (comm : ∀ᶠ t in 𝓝 t₀, H t * P t = P t * H t) :
    H' * P t₀ + H t₀ * P' = P' * H t₀ + P t₀ * H' := by
  ext i j
  exact ((hH.mul hP) i j).unique (((hP.mul hH) i j).congr_of_eventuallyEq
    (comm.mono fun t ht => by
      show (H t * P t) i j = (P t * H t) i j
      rw [ht]))

/-- Projector response: between an occupied orbital `i` and an empty orbital `a`, in either order,
the entry of `P'` is that of `H'` divided by `e i - e a`; the occupied-occupied and empty-empty
blocks of `P'` vanish. -/
theorem projector_response (hP : OccupiedProjector P P' occ t₀)
    (hH : DiagonalHamiltonian H H' e t₀)
    (comm : ∀ᶠ t in 𝓝 t₀, H t * P t = P t * H t)
    (gap : ∀ i ∈ occ, ∀ a ∉ occ, e i ≠ e a) :
    (∀ i ∈ occ, ∀ a ∉ occ, P' i a = H' i a / ((e i : ℂ) - e a) ∧
      P' a i = H' a i / ((e i : ℂ) - e a)) ∧
    (∀ i ∈ occ, ∀ j ∈ occ, P' i j = 0) ∧ (∀ a ∉ occ, ∀ b ∉ occ, P' a b = 0) := by
  refine ⟨fun i hi a ha => ?_, fun i hi j hj => diagonal_blocks_vanish hP (iff_of_true hi hj),
    fun a ha b hb => diagonal_blocks_vanish hP (iff_of_false ha hb)⟩
  have hne : (e i : ℂ) - e a ≠ 0 := sub_ne_zero.mpr (by exact_mod_cast gap i hi a ha)
  have h := commutation_deriv hH.deriv hP.deriv comm
  rw [hP.at_ref, hH.at_ref] at h
  -- the two mixed entries of the differentiated commutation relation
  have h1 := congrFun (congrFun h i) a
  have h2 := congrFun (congrFun h a) i
  simp only [Matrix.add_apply, Matrix.mul_diagonal, Matrix.diagonal_mul,
    if_pos hi, if_neg ha] at h1 h2
  constructor
  · rw [eq_div_iff hne]
    linear_combination h1
  · rw [eq_div_iff hne]
    linear_combination (-1 : ℂ) * h2

/-- Linear response of the expectation value `tr (P A)` of a fixed observable `A`, as a sum
over pairs of an occupied and an empty orbital. -/
theorem observable_response (hP : OccupiedProjector P P' occ t₀)
    (hH : DiagonalHamiltonian H H' e t₀)
    (comm : ∀ᶠ t in 𝓝 t₀, H t * P t = P t * H t)
    (gap : ∀ i ∈ occ, ∀ a ∉ occ, e i ≠ e a) (A : Matrix n n ℂ) :
    HasDerivAt (fun t => (P t * A).trace)
      (∑ i ∈ occ, ∑ a ∈ occᶜ, (H' i a * A a i + H' a i * A i a) / ((e i : ℂ) - e a)) t₀ := by
  obtain ⟨hmix, hoo, hee⟩ := projector_response hP hH comm gap
  have hA : HasEntryDerivAt (fun _ => A) 0 t₀ := fun i j => hasDerivAt_const t₀ (A i j)
  refine (hP.deriv.mul hA).trace.congr_deriv ?_
  -- rows of P' that belong to occupied orbitals
  have h1 : ∀ i ∈ occ, ∑ j, P' i j * A j i =
      ∑ a ∈ occᶜ, H' i a * A a i / ((e i : ℂ) - e a) := by
    intro i hi
    have hz : ∑ j ∈ occ, P' i j * A j i = 0 :=
      Finset.sum_eq_zero fun j hj => by rw [hoo i hi j hj, zero_mul]
    rw [← Finset.sum_add_sum_compl occ, hz, zero_add]
    refine Finset.sum_congr rfl fun a ha => ?_
    rw [(hmix i hi a (Finset.mem_compl.1 ha)).1]
    ring
  -- rows of P' that belong to empty orbitals
  have h2 : ∀ a ∈ occᶜ, ∑ j, P' a j * A j a =
      ∑ i ∈ occ, H' a i * A i a / ((e i : ℂ) - e a) := by
    intro a ha
    have ha' := Finset.mem_compl.1 ha
    have hz : ∑ j ∈ occᶜ, P' a j * A j a = 0 :=
      Finset.sum_eq_zero fun j hj => by rw [hee a ha' j (Finset.mem_compl.1 hj), zero_mul]
    rw [← Finset.sum_add_sum_compl occ, hz, add_zero]
    refine Finset.sum_congr rfl fun i hi => ?_
    rw [(hmix i hi a ha').2]
    ring
  simp only [Matrix.mul_zero, add_zero, Matrix.trace, Matrix.diag_apply, Matrix.mul_apply]
  rw [← Finset.sum_add_sum_compl occ, Finset.sum_congr rfl h1, Finset.sum_congr rfl h2,
    Finset.sum_comm (s := occᶜ) (t := occ), ← Finset.sum_add_distrib]
  refine Finset.sum_congr rfl fun i _ => ?_
  rw [← Finset.sum_add_distrib]
  exact Finset.sum_congr rfl fun a _ => by ring

/-- Hellmann-Feynman theorem for the energy `tr (P H)`: its derivative is the sum of the
diagonal entries of `H'` over the occupied orbitals. -/
theorem hellmann_feynman (hP : OccupiedProjector P P' occ t₀)
    (hH : DiagonalHamiltonian H H' e t₀) :
    HasDerivAt (fun t => (P t * H t).trace) (∑ i ∈ occ, H' i i) t₀ := by
  refine (hP.deriv.mul hH.deriv).trace.congr_deriv ?_
  have hd : ∀ i, P' i i = 0 := fun i => diagonal_blocks_vanish hP Iff.rfl
  rw [hP.at_ref, hH.at_ref]
  simp only [Matrix.trace, Matrix.diag_apply, Matrix.add_apply, Matrix.mul_diagonal,
    Matrix.diagonal_mul, hd, zero_mul, zero_add, ite_mul, one_mul, Finset.sum_ite_mem,
    Finset.univ_inter]

/-- A two-level Hamiltonian whose field direction turns with the angle `t`. -/
def twoLevelH (t : ℝ) : Matrix (Fin 2) (Fin 2) ℂ :=
  !![Complex.cos t, Complex.sin t; Complex.sin t, -Complex.cos t]

/-- The matrix `(1 + H) / 2` built from the turning two-level Hamiltonian `H`. -/
def twoLevelP (t : ℝ) : Matrix (Fin 2) (Fin 2) ℂ :=
  !![(1 + Complex.cos t) / 2, Complex.sin t / 2; Complex.sin t / 2, (1 - Complex.cos t) / 2]

/-- At angle zero the cosine has slope zero and the sine has slope one. -/
theorem trig_slopes : HasDerivAt (fun t : ℝ => Complex.cos t) 0 0 ∧
    HasDerivAt (fun t : ℝ => Complex.sin t) 1 0 :=
  ⟨(Complex.hasDerivAt_cos ((0 : ℝ) : ℂ)).comp_ofReal.congr_deriv (by simp),
    (Complex.hasDerivAt_sin ((0 : ℝ) : ℂ)).comp_ofReal.congr_deriv (by simp)⟩

/-- The turning two-level projector is idempotent near angle zero, has the stated derivative at
angle zero, and there has only level 0 occupied. -/
theorem twoLevelP_occupied :
    OccupiedProjector twoLevelP !![0, 1 / 2; 1 / 2, 0] {0} 0 := by
  obtain ⟨hc, hs⟩ := trig_slopes
  refine ⟨?_, Eventually.of_forall fun t => ?_, ?_⟩
  · intro i j
    fin_cases i <;> fin_cases j
    · exact ((hc.const_add 1).div_const 2).congr_deriv (by simp)
    · exact (hs.div_const 2).congr_deriv (by simp)
    · exact (hs.div_const 2).congr_deriv (by simp)
    · exact ((hc.const_sub 1).div_const 2).congr_deriv (by simp)
  · have h := Complex.sin_sq_add_cos_sq (t : ℂ)
    rw [twoLevelP, Matrix.mul_fin_two]
    congr 1
    refine funext (Fin.forall_fin_two.2 ⟨funext (Fin.forall_fin_two.2 ⟨?_, ?_⟩),
      funext (Fin.forall_fin_two.2 ⟨?_, ?_⟩)⟩) <;>
      simp only [Matrix.cons_val_zero, Matrix.cons_val_one, Matrix.cons_val_fin_one]
    · linear_combination (1 / 4 : ℂ) * h
    · ring
    · ring
    · linear_combination (1 / 4 : ℂ) * h
  · ext i j
    fin_cases i <;> fin_cases j <;> norm_num [twoLevelP, Matrix.diagonal_apply]

/-- The turning two-level system meets all hypotheses of the projector response theorem,
with energies `1` and `-1`. -/
theorem projector_response_witness :
    OccupiedProjector twoLevelP !![0, 1 / 2; 1 / 2, 0] {0} 0 ∧
    DiagonalHamiltonian twoLevelH !![0, 1; 1, 0] ![1, -1] 0 ∧
    (∀ᶠ t in 𝓝 (0 : ℝ), twoLevelH t * twoLevelP t = twoLevelP t * twoLevelH t) ∧
    (∀ i ∈ ({0} : Finset (Fin 2)), ∀ a ∉ ({0} : Finset (Fin 2)),
      (![1, -1] : Fin 2 → ℝ) i ≠ (![1, -1] : Fin 2 → ℝ) a) := by
  obtain ⟨hc, hs⟩ := trig_slopes
  refine ⟨twoLevelP_occupied, ⟨?_, ?_⟩, Eventually.of_forall fun t => ?_, ?_⟩
  · intro i j
    fin_cases i <;> fin_cases j
    · exact hc
    · exact hs
    · exact hs
    · exact hc.fun_neg.congr_deriv (by simp)
  · ext i j
    fin_cases i <;> fin_cases j <;> norm_num [twoLevelH, Matrix.diagonal_apply]
  · rw [twoLevelP, twoLevelH, Matrix.mul_fin_two, Matrix.mul_fin_two]
    congr 1
    refine funext (Fin.forall_fin_two.2 ⟨funext (Fin.forall_fin_two.2 ⟨?_, ?_⟩),
      funext (Fin.forall_fin_two.2 ⟨?_, ?_⟩)⟩) <;>
      simp only [Matrix.cons_val_zero, Matrix.cons_val_one, Matrix.cons_val_fin_one] <;> ring
  · norm_num [Fin.forall_fin_two]

/-- With the Hamiltonian zero and all energies zero, the turning projector meets the hypotheses of
the projector response theorem other than the gap, and the entry of its derivative between the
occupied level 0 and the empty level 1 is not zero. -/
theorem gap_needed :
    OccupiedProjector twoLevelP !![0, 1 / 2; 1 / 2, 0] {0} 0 ∧
    DiagonalHamiltonian (fun _ => (0 : Matrix (Fin 2) (Fin 2) ℂ)) 0 (fun _ => 0) 0 ∧
    (∀ t, (0 : Matrix (Fin 2) (Fin 2) ℂ) * twoLevelP t = twoLevelP t * 0) ∧
    (!![0, 1 / 2; 1 / 2, 0] : Matrix (Fin 2) (Fin 2) ℂ) 0 1 ≠ 0 := by
  refine ⟨twoLevelP_occupied, ⟨fun i j => hasDerivAt_const _ _, ?_⟩, fun t => ?_, ?_⟩
  · ext i j
    simp [Matrix.diagonal_apply]
  · rw [Matrix.zero_mul, Matrix.mul_zero]
  · norm_num

end

end ProjectorResponse
```

```lean
#print axioms ProjectorResponse.projector_response
#print axioms ProjectorResponse.observable_response
#print axioms ProjectorResponse.hellmann_feynman
#print axioms ProjectorResponse.gap_needed
```

```
'ProjectorResponse.projector_response' depends on axioms: [propext, Classical.choice, Quot.sound]
'ProjectorResponse.observable_response' depends on axioms: [propext, Classical.choice, Quot.sound]
'ProjectorResponse.hellmann_feynman' depends on axioms: [propext, Classical.choice, Quot.sound]
'ProjectorResponse.gap_needed' depends on axioms: [propext, Classical.choice, Quot.sound]
```

## How the proof follows the derivation

`HasEntryDerivAt.mul` writes an entry of a matrix product as a finite sum and applies the scalar product rule to each term. `HasEntryDerivAt.trace` does the corresponding job for traces.

In `diagonal_blocks_vanish`, the functions $P_{ij}$ and $(P^2)_{ij}$ agree near $t_0$. The step `congr_of_eventuallyEq` transfers the derivative from one to the other, and `unique` equates the two expressions for it. Splitting on whether $j$ is occupied leaves the equations $P'_{ij}=2P'_{ij}$ and $P'_{ij}=0$, which `linear_combination` solves. `commutation_deriv` uses the same uniqueness argument for $HP=PH$.

`projector_response` takes the entries $(i,a)$ and $(a,i)$ of the differentiated commutation relation as `h1` and `h2`. The gap hypothesis supplies a nonzero denominator, `eq_div_iff` turns each quotient into a product, and `linear_combination` finishes the algebra. The minus sign in the second case is the one found by hand for $(a,i)$.

`observable_response` splits the trace into occupied and empty rows of $P'$. In each row the block that vanishes is removed and the response formula is inserted in the other. Exchanging the order of one double sum brings the two parts together. `hellmann_feynman` combines the product rule and the derivative of a trace with the diagonal reference matrices and $P'_{jj}=0$.

For the two-level examples, `trig_slopes` supplies the derivatives of cosine and sine at zero. Idempotency of `twoLevelP` reduces to $\sin^2t+\cos^2t=1$, while its commutation with `twoLevelH` is an algebraic identity closed by `ring`. `gap_needed` takes the projector part from `twoLevelP_occupied` and checks the remaining conditions for the zero Hamiltonian.
